# Shift-invariant disorder gives a translation-invariant self-energy on a non-local CPA cluster

Let the sites of a non-local CPA cluster form a finite abelian group $L$, as they do for a cluster with periodic boundary conditions, and let an alloy configuration be a function from sites to a finite set of species. A single configuration generally breaks translation symmetry. The usual claim is that averaging restores it: if the inverse cavity Green function $W_{ij}$ depends only on $i-j$, and displaced configurations are equally probable, then the averaged Green function $G$ and the self-energy $W-G^{-1}$ also depend only on $i-j$, so the self-energy can be handled one cluster momentum at a time. I would like to see a rigorous, machine-checked proof of this, including where the inverses exist. How does it go?

## Displacing the sites displaces the configuration

Write $c(i)$ for the species on site $i$, $\varepsilon$ for the real site energy of a species, and $p(c)$ for the weight of configuration $c$. The matrix to invert is

$$A_c = W-\operatorname{diag}(\varepsilon(c(i))),\qquad A_cR_c=1,\qquad G=\sum_c p(c)R_c .$$

For a displacement $a\in L$, let $(T_ac)(i)=c(i+a)$. Since $W_{i+a,j+a}=W_{ij}$,

$$(A_c)_{i+a,j+a}=W_{ij}-\varepsilon(c(i+a))\,\delta_{ij}=(A_{T_ac})_{ij}.$$

Relabelling the sites of a matrix relabels its inverse in the same way, because the relabelled product is still the identity and inverses are unique. Hence $(R_c)_{i+a,j+a}=(R_{T_ac})_{ij}$. With $p(T_ac)=p(c)$,

$$G_{i+a,j+a}=\sum_c p(c)(R_{T_ac})_{ij}=\sum_c p(T_ac)(R_{T_ac})_{ij}=\sum_c p(c)(R_c)_{ij}=G_{ij}.$$

The last sum merely lists the configurations in another order, since $T_a$ is a bijection. Choosing $a=-j$ gives $G_{ij}=G_{i-j,0}$.

Now suppose that $G$ has an inverse $\Gamma$. Relabelling leaves $G$ unchanged, so it leaves $\Gamma$ unchanged, and $\Sigma=W-\Gamma$ depends only on $i-j$.

## Characters carry the cluster momenta

A character is a function $\chi:L\to\mathbb C$ with $\chi(i+j)=\chi(i)\chi(j)$ and $\chi(0)=1$; on a periodic cluster it is a plane wave, $\chi(j)=e^{iK\cdot r_j}$, where $r_j$ is the position of site $j$ and $K$ is a cluster momentum. For any matrix $M$ that depends only on the site difference, put $M(\chi)=\sum_d M_{d0}\,\chi(-d)$. Substituting $j=i-d$,

$$\sum_j M_{ij}\chi(j)=\sum_d M_{d0}\,\chi(i-d)=M(\chi)\,\chi(i).$$

So $\chi$ is an eigenvector of $W$, $G$ and $\Gamma$. Applying $\Gamma G=1$ to $\chi$ and reading the result at site $0$ gives $G(\chi)\Gamma(\chi)=1$. Therefore $G(\chi)\neq0$ and

$$\Sigma\chi=\left(W(\chi)-\frac1{G(\chi)}\right)\chi .$$

The normalised vector $\chi/\sqrt{|L|}$ has the same eigenvalue.

## Damping supplies the inverses

Invertibility of every $A_c$ does not by itself make $G$ invertible. For $W=0$ and independent site energies $\pm1$ with equal probability, every $A_c$ is invertible and $G=0$.

A retarded energy argument removes the problem. Assume $\operatorname{Im}(y^\dagger Wy)>0$ for every $y\neq0$. This holds for $W=z-H$ with $H$ Hermitian and $\operatorname{Im}z>0$, where the imaginary part is $\operatorname{Im}z\,\lVert y\rVert^2$. For a cluster coupled to a surrounding medium, $W=z-H-\Delta$ with a hybridisation matrix $\Delta$, and the condition still holds if $\operatorname{Im}(y^\dagger\Delta y)\le0$ for every $y$. Real site energies contribute nothing to it, so $\operatorname{Im}(y^\dagger A_cy)>0$ as well. In particular $A_cy\neq0$, and $A_c$ is invertible.

For $x\neq0$ put $y=R_cx$, which is nonzero because $A_cy=x$. Then

$$\operatorname{Im}(x^\dagger R_cx)=\operatorname{Im}(x^\dagger y)=-\operatorname{Im}(y^\dagger x)=-\operatorname{Im}(y^\dagger A_cy)<0.$$

If $p$ is a probability distribution, at least one weight is positive and none is negative, so $\operatorname{Im}(x^\dagger Gx)<0$. Thus $Gx\neq0$ for every $x\neq0$, and $G$ is invertible.

## What the Lean hypotheses say

The type `L` is the cluster, with `AddCommGroup L` giving its periodic displacements, and `S` is the set of species. `TranslationInvariant M` says `M i j = M (i - j) 0`. The map `shift a` is $T_a$, `clusterMatrix W ε c` is $A_c$, and `bloch M χ` is $M(\chi)$, with the sign convention above and no factor $1/|L|$.

There are two main theorems:

- `self_energy` takes the inverses as data. The hypothesis `hR` says $A_cR_c=1$ for every configuration, and `hΓ` says $G\Gamma=1$. The weights are real and shift-invariant; they need be neither positive nor normalised. The conclusion is the symmetry of `W - Γ`, together with $G(\chi)\neq0$ and the eigenvalue equation for every character.
- `self_energy_damped` replaces the assumed inverses by `Damped W` and requires a probability distribution, through `hp0` and `hp1`. It proves that `G` is invertible and draws the same conclusions for `W - G⁻¹`.

The weights need not factorise over sites, so short-range order is allowed as long as it is shift-invariant. The model has one orbital per site and diagonal disorder only. It also treats $W$ as given: the self-consistency loop of non-local CPA, which determines $W$ from the lattice, is absent, and so are its convergence and the choice of cluster. A cluster with open boundaries does not satisfy the symmetry hypothesis in general.

```lean
import Mathlib

open Matrix

namespace NonlocalCPA

noncomputable section

variable {L S : Type*} [AddCommGroup L] [Fintype L] [DecidableEq L] [Fintype S]

/-- A matrix between cluster sites depends only on the difference of the two sites. -/
def TranslationInvariant (M : Matrix L L ℂ) : Prop :=
  ∀ i j, M i j = M (i - j) 0

/-- The configuration seen from an origin displaced by `a`. -/
def shift (a : L) : (L → S) ≃ (L → S) where
  toFun c i := c (i + a)
  invFun c i := c (i - a)
  left_inv c := by funext i; simp
  right_inv c := by funext i; simp

/-- The inverse Green matrix `W - diag(config)` of one configuration, where `ε` gives the
site energy of each species. -/
def clusterMatrix (W : Matrix L L ℂ) (ε : S → ℝ) (c : L → S) : Matrix L L ℂ :=
  W - Matrix.diagonal (fun i => (ε (c i) : ℂ))

/-- The sum of the matrices `R c` over configurations with weights `p c`, which is their average
when the weights are nonnegative and sum to one. -/
def averagedGreen (p : (L → S) → ℝ) (R : (L → S) → Matrix L L ℂ) : Matrix L L ℂ :=
  ∑ c, (p c : ℂ) • R c

/-- The Fourier component of the site-`0` column of `M` at the cluster momentum labelled by the
character `χ`. For a matrix that depends only on the site difference, this is its lattice Fourier
component. -/
def bloch (M : Matrix L L ℂ) (χ : AddChar L ℂ) : ℂ :=
  ∑ d, M d 0 * χ (-d)

/-- The imaginary part of the quadratic form of `W` is positive on every nonzero vector, as for
`W = z - H` with `H` Hermitian and `z` in the upper half plane. -/
def Damped (W : Matrix L L ℂ) : Prop :=
  ∀ y : L → ℂ, y ≠ 0 → 0 < (star y ⬝ᵥ W *ᵥ y).im

omit [Fintype L] [DecidableEq L] in
/-- Dependence on the site difference alone is the same as invariance under a common
displacement of both sites. -/
theorem translationInvariant_iff {M : Matrix L L ℂ} :
    TranslationInvariant M ↔ ∀ a i j, M (i + a) (j + a) = M i j := by
  constructor
  · intro h a i j
    rw [h (i + a) (j + a), h i j, add_sub_add_right_eq_sub]
  · intro h i j
    simpa using h (i - j) 0 |> fun _ => h j (i - j) 0

/-- If `B` is the matrix `A` seen from a displaced origin, then the inverse of `B` is the inverse
of `A` seen from that origin. -/
theorem inverse_shift {A B R Q : Matrix L L ℂ} (hA : A * R = 1) (hB : B * Q = 1) (a : L)
    (h : ∀ i j, A (i + a) (j + a) = B i j) (i j : L) : R (i + a) (j + a) = Q i j := by
  have hAB : A.submatrix (Equiv.addRight a) (Equiv.addRight a) = B := by
    ext i j
    exact h i j
  have hBR : B * R.submatrix (Equiv.addRight a) (Equiv.addRight a) = 1 := by
    rw [← hAB, Matrix.submatrix_mul_equiv, hA, Matrix.submatrix_one_equiv]
  have hRQ : R.submatrix (Equiv.addRight a) (Equiv.addRight a) = Q :=
    left_inv_eq_right_inv (mul_eq_one_comm.mp hBR) hB
  exact congrFun (congrFun hRQ i) j

/-- If `W` depends only on the site difference, the weights are shift-invariant and every
configuration matrix has the inverse `R c`, then the averaged Green matrix depends only on the
site difference. -/
theorem averagedGreen_invariant {W : Matrix L L ℂ} {ε : S → ℝ} {p : (L → S) → ℝ}
    {R : (L → S) → Matrix L L ℂ} (hW : TranslationInvariant W)
    (hp : ∀ a c, p (shift a c) = p c) (hR : ∀ c, clusterMatrix W ε c * R c = 1) :
    TranslationInvariant (averagedGreen p R) := by
  have happ : ∀ i j, averagedGreen p R i j = ∑ c, (p c : ℂ) * R c i j := by
    intro i j
    simp [averagedGreen, Matrix.sum_apply]
  refine translationInvariant_iff.mpr fun a i j => ?_
  -- displacing the sites is the same as displacing the configuration
  rw [happ, happ, ← (shift a).sum_comp (fun c => (p c : ℂ) * R c i j)]
  refine Finset.sum_congr rfl fun c _ => ?_
  have hc : R c (i + a) (j + a) = R (shift a c) i j := by
    refine inverse_shift (hR c) (hR (shift a c)) a (fun k l => ?_) i j
    simp [clusterMatrix, shift, Matrix.diagonal_apply, translationInvariant_iff.mp hW a k l]
  simp only [hp, hc]

omit [DecidableEq L] in
/-- Every character is an eigenvector of a matrix that depends only on the site difference, and
the eigenvalue is the lattice Fourier component. -/
theorem bloch_eigenvector {M : Matrix L L ℂ} (hM : TranslationInvariant M) (χ : AddChar L ℂ) :
    M *ᵥ ⇑χ = bloch M χ • ⇑χ := by
  funext i
  have key : ∑ j, M i j * χ j = ∑ d, M i (i - d) * χ (i - d) :=
    ((Equiv.subLeft i).sum_comp (fun j => M i j * χ j)).symm
  change ∑ j, M i j * χ j = (∑ d, M d 0 * χ (-d)) * χ i
  rw [key, Finset.sum_mul]
  refine Finset.sum_congr rfl fun d _ => ?_
  rw [hM i (i - d), sub_sub_cancel, sub_eq_neg_add, AddChar.map_add_eq_mul]
  ring

/-- Non-local CPA: for `W` depending only on the site difference, shift-invariant weights,
invertible configuration matrices and an averaged Green matrix with inverse `Γ`, the self-energy
`W - Γ` depends only on the site difference. Each character is an eigenvector, with eigenvalue
`W(χ) - 1/G(χ)` and `G(χ) ≠ 0`. -/
theorem self_energy {W Γ : Matrix L L ℂ} {ε : S → ℝ} {p : (L → S) → ℝ}
    {R : (L → S) → Matrix L L ℂ} (hW : TranslationInvariant W)
    (hp : ∀ a c, p (shift a c) = p c) (hR : ∀ c, clusterMatrix W ε c * R c = 1)
    (hΓ : averagedGreen p R * Γ = 1) :
    TranslationInvariant (W - Γ) ∧ ∀ χ : AddChar L ℂ, bloch (averagedGreen p R) χ ≠ 0 ∧
      (W - Γ) *ᵥ ⇑χ = (bloch W χ - (bloch (averagedGreen p R) χ)⁻¹) • ⇑χ := by
  have hG := averagedGreen_invariant hW hp hR
  have hI : TranslationInvariant Γ := translationInvariant_iff.mpr fun a =>
    inverse_shift hΓ hΓ a (translationInvariant_iff.mp hG a)
  refine ⟨fun i j => by rw [Matrix.sub_apply, Matrix.sub_apply, hW i j, hI i j], fun χ => ?_⟩
  -- the Fourier components of `G` and `Γ` are reciprocal
  have h1 : Γ *ᵥ (averagedGreen p R *ᵥ ⇑χ) = ⇑χ := by
    rw [Matrix.mulVec_mulVec, mul_eq_one_comm.mp hΓ, Matrix.one_mulVec]
  rw [bloch_eigenvector hG, Matrix.mulVec_smul, bloch_eigenvector hI] at h1
  have h2 := congrFun h1 0
  simp only [Pi.smul_apply, smul_eq_mul, AddChar.map_zero_eq_one, mul_one] at h2
  have hg : bloch (averagedGreen p R) χ ≠ 0 := left_ne_zero_of_mul_eq_one h2
  have h3 : bloch Γ χ = (bloch (averagedGreen p R) χ)⁻¹ :=
    mul_left_cancel₀ hg (by rw [h2, mul_inv_cancel₀ hg])
  refine ⟨hg, ?_⟩
  rw [Matrix.sub_mulVec, bloch_eigenvector hW, bloch_eigenvector hI, h3, sub_smul]

omit [AddCommGroup L] in
/-- A matrix whose quadratic form has nonzero imaginary part on every nonzero vector is
invertible. -/
theorem isUnit_det_of_im {M : Matrix L L ℂ}
    (h : ∀ y : L → ℂ, y ≠ 0 → (star y ⬝ᵥ M *ᵥ y).im ≠ 0) : IsUnit M.det := by
  refine isUnit_iff_ne_zero.mpr fun h0 => ?_
  obtain ⟨v, hv, h1⟩ := Matrix.exists_mulVec_eq_zero_iff.mpr h0
  exact h v hv (by rw [h1, dotProduct_zero, Complex.zero_im])

omit [AddCommGroup L] [Fintype S] in
/-- Real site energies leave a damped matrix damped. -/
theorem clusterMatrix_damped {W : Matrix L L ℂ} (hW : Damped W) (ε : S → ℝ) (c : L → S) :
    Damped (clusterMatrix W ε c) := by
  intro y hy
  have h0 : (star y ⬝ᵥ Matrix.diagonal (fun i => (ε (c i) : ℂ)) *ᵥ y).im = 0 := by
    simp only [dotProduct, Matrix.mulVec_diagonal, Pi.star_apply, Complex.im_sum]
    refine Finset.sum_eq_zero fun i _ => ?_
    simp only [Complex.star_def, Complex.mul_im, Complex.mul_re, Complex.conj_re,
      Complex.conj_im, Complex.ofReal_re, Complex.ofReal_im]
    ring
  rw [clusterMatrix, Matrix.sub_mulVec, dotProduct_sub, Complex.sub_im, h0, sub_zero]
  exact hW y hy

omit [AddCommGroup L] in
/-- For damped `W`, real site energies and a probability distribution of configurations, the
averaged Green matrix is invertible. -/
theorem averagedGreen_isUnit {W : Matrix L L ℂ} {ε : S → ℝ} {p : (L → S) → ℝ}
    {R : (L → S) → Matrix L L ℂ} (hW : Damped W) (hp0 : ∀ c, 0 ≤ p c) (hp1 : ∑ c, p c = 1)
    (hR : ∀ c, clusterMatrix W ε c * R c = 1) : IsUnit (averagedGreen p R).det := by
  classical
  refine isUnit_det_of_im fun x hx => ne_of_lt ?_
  -- each configuration contributes a negative imaginary part
  have hneg : ∀ c, (star x ⬝ᵥ R c *ᵥ x).im < 0 := by
    intro c
    have hy : clusterMatrix W ε c *ᵥ (R c *ᵥ x) = x := by
      rw [Matrix.mulVec_mulVec, hR, Matrix.one_mulVec]
    have hy0 : R c *ᵥ x ≠ 0 := fun h => hx (by rw [← hy, h, Matrix.mulVec_zero])
    have hpos := clusterMatrix_damped hW ε c _ hy0
    rw [hy] at hpos
    have hconj : (star x ⬝ᵥ R c *ᵥ x).im = -(star (R c *ᵥ x) ⬝ᵥ x).im := by
      simp only [dotProduct, Pi.star_apply, Complex.im_sum, ← Finset.sum_neg_distrib]
      refine Finset.sum_congr rfl fun i _ => ?_
      simp only [Complex.star_def, Complex.mul_im, Complex.conj_re, Complex.conj_im]
      ring
    linarith
  have hsum : ∀ s : Finset (L → S), (star x ⬝ᵥ (∑ c ∈ s, (p c : ℂ) • R c) *ᵥ x).im
      = ∑ c ∈ s, p c * (star x ⬝ᵥ R c *ᵥ x).im := by
    intro s
    induction s using Finset.induction_on with
    | empty => simp
    | insert c s hc ih =>
      rw [Finset.sum_insert hc, Finset.sum_insert hc, Matrix.add_mulVec, dotProduct_add,
        Complex.add_im, ih, Matrix.smul_mulVec, dotProduct_smul, smul_eq_mul,
        Complex.im_ofReal_mul]
  -- some configuration has positive probability
  obtain ⟨c, hc, hpc⟩ := Finset.exists_ne_zero_of_sum_ne_zero (hp1.trans_ne one_ne_zero)
  rw [averagedGreen, hsum]
  calc ∑ c, p c * (star x ⬝ᵥ R c *ᵥ x).im < ∑ _c : L → S, (0 : ℝ) :=
        Finset.sum_lt_sum (fun d _ => mul_nonpos_of_nonneg_of_nonpos (hp0 d) (hneg d).le)
          ⟨c, hc, mul_neg_of_pos_of_neg (lt_of_le_of_ne (hp0 c) hpc.symm) (hneg c)⟩
    _ = 0 := by simp

/-- For damped `W` depending only on the site difference, real site energies and a shift-invariant
probability distribution, the averaged inverse `G` is invertible, and `W - G⁻¹` depends only on
the site difference and has every character as eigenvector with eigenvalue `W(χ) - 1/G(χ)`. -/
theorem self_energy_damped {W G : Matrix L L ℂ} {ε : S → ℝ} {p : (L → S) → ℝ}
    (hW : TranslationInvariant W) (hd : Damped W) (hp : ∀ a c, p (shift a c) = p c)
    (hp0 : ∀ c, 0 ≤ p c) (hp1 : ∑ c, p c = 1)
    (hG : G = averagedGreen p fun c => (clusterMatrix W ε c)⁻¹) :
    IsUnit G.det ∧ TranslationInvariant (W - G⁻¹) ∧ ∀ χ : AddChar L ℂ,
      bloch G χ ≠ 0 ∧ (W - G⁻¹) *ᵥ ⇑χ = (bloch W χ - (bloch G χ)⁻¹) • ⇑χ := by
  subst hG
  have hR : ∀ c, clusterMatrix W ε c * (clusterMatrix W ε c)⁻¹ = 1 := fun c =>
    Matrix.mul_nonsing_inv _
      (isUnit_det_of_im fun y hy => (clusterMatrix_damped hd ε c y hy).ne')
  have hu := averagedGreen_isUnit hd hp0 hp1 hR
  exact ⟨hu, self_energy hW hp hR (Matrix.mul_nonsing_inv _ hu)⟩

end

end NonlocalCPA
```

```lean
#print axioms NonlocalCPA.self_energy
#print axioms NonlocalCPA.self_energy_damped
```

```
'NonlocalCPA.self_energy' depends on axioms: [propext, Classical.choice, Quot.sound]
'NonlocalCPA.self_energy_damped' depends on axioms: [propext, Classical.choice, Quot.sound]
```

## From relabelled inverses to the self-energy

`translationInvariant_iff` passes between dependence on $i-j$ and invariance under a common displacement. `inverse_shift` is the relabelling argument: `submatrix` with `Equiv.addRight a` displaces both indices, `Matrix.submatrix_mul_equiv` carries the product along, and `left_inv_eq_right_inv` is uniqueness of the inverse.

In `averagedGreen_invariant`, the rewrite with `(shift a).sum_comp` reorders the sum over configurations. The step `hc` is $(R_c)_{i+a,j+a}=(R_{T_ac})_{ij}$, and `hp` then matches the weights.

`bloch_eigenvector` performs the substitution $j=i-d$ through `Equiv.subLeft i` and splits the character with `AddChar.map_add_eq_mul`. In `self_energy`, `inverse_shift` is used again, this time with $G$ in both roles, to obtain the symmetry of `Γ`. There `h1` is $\Gamma G\chi=\chi$, and `h2` is its value at site $0$, from which the reciprocal eigenvalue follows.

The damped case rests on three lemmas. `isUnit_det_of_im` turns a singular matrix into a nonzero null vector, whose quadratic form would vanish. `clusterMatrix_damped` shows that real site energies leave the imaginary part alone. `averagedGreen_isUnit` proves the negative sign for each configuration in `hneg`, moves the imaginary part through the average in `hsum`, and uses a configuration of nonzero weight to make the inequality strict. `self_energy_damped` then feeds the resulting inverses to `self_energy`.

## The momentum-space step in a CPA code

For this single-orbital model, a program builds $A_c$ for each configuration, inverts it, accumulates the weighted average and Fourier transforms $G_{d0}$ to the cluster momenta $K$. The self-energy update is then a scalar operation at each momentum, $\Sigma(K)=W(K)-1/G(K)$, in place of a matrix inversion of $G$.

If configurations are sampled instead of enumerated, the empirical weights are usually not shift-invariant, and $G_{ij}$ acquires a spurious dependence on the individual sites. Including all displacements of each sampled configuration with equal weight restores the hypothesis. The same result comes more cheaply from averaging $G_{i+a,j+a}$ over $a$, which needs no further inversions.
